# Under the erfc-screened interaction, a positive unit charge with a neutralising shell has a negative outside potential, above \(-\frac{2}{3\sqrt\pi}\,\omega^3a^2\)

Put a unit charge at the origin and spread a unit charge of opposite sign uniformly over a sphere of radius \(a\) around it. Let two unit charges at distance \(s\) interact with energy \(s\), instead of the Coulomb \(1/s\). At distance \(R>a\) from the centre, the point charge contributes \(R\). The shell contributes minus the average distance to its points, which is \(R+a^2/(3R)\). The total is \(-a^2/(3R)\): the system is neutral, yet its potential outside is negative.

To see why, write the interaction as \(f(s)/s\), here with \(f(s)=s^2\). The potential \(L(R)\) of the neutral system then compares \(f(R)\) with the mean of \(f\) over the distances from \(R-a\) to \(R+a\):

\[
R\,L(R)=f(R)-\frac1{2a}\int_{R-a}^{R+a}f(s)\,ds .
\]

For a constant \(f\), the Coulomb case, the two terms agree. For a strictly convex \(f\) the mean is larger. The profile \(f(s)=\operatorname{erfc}(\omega s)\), with \(\omega>0\) an inverse screening length, is strictly convex for \(s>0\) and gives the short-range interaction used in screened hybrid functionals such as HSE.

In the PAW method, compensation charges give the pseudo density the multipole moments of the all-electron density in each augmentation sphere, so that the difference of the two has no Coulomb potential outside the sphere. For the simpler case of a single spherical shell around a point charge, the result below shows that neutrality does not make the outside potential vanish under the screened interaction, and it bounds what remains.

## The charges and their interaction

```lean
import Mathlib

open Set

namespace NeutralShell

noncomputable section
```

The file builds on the mathematical library Mathlib. Opening `Set` gives short names for intervals: `Icc` is closed, and `Ioi 0` is the set of positive numbers.

```lean
/-- Distance from a field point at radius `R` on the polar axis to a point of the sphere of
radius `a` at polar angle `θ`. -/
def shellDistance (a R θ : ℝ) : ℝ := √(R ^ 2 + a ^ 2 - 2 * a * R * Real.cos θ)
```

This is the law of cosines. The field point lies on the polar axis at radius \(R\), and a shell point at polar angle \(\theta\) is at distance

\[
d(\theta)=\sqrt{R^2+a^2-2aR\cos\theta}.
\]

```lean
/-- Potential at radius `R` of a unit charge spread uniformly over the sphere of radius `a`,
for the interaction kernel `f(s)/s`, with `R > a > 0`. -/
def shellPotential (f : ℝ → ℝ) (a R : ℝ) : ℝ :=
  (1 / 2) * ∫ θ in (0 : ℝ)..Real.pi,
    f (shellDistance a R θ) / shellDistance a R θ * Real.sin θ
```

The shell potential is the average of \(f(d)/d\) over the sphere. A surface element carries the fraction \(\sin\theta\,d\theta\,d\varphi/(4\pi)\) of the charge, and the integral over \(\varphi\) leaves the weight \(\tfrac12\sin\theta\,d\theta\). The argument `f : ℝ → ℝ` is any real function, so one definition serves every interaction. Units are such that the Coulomb interaction of two unit charges is \(1/s\).

```lean
/-- Potential at radius `R` of a unit point charge at the origin minus a unit uniform shell of
radius `a`, for the kernel `f(s)/s`, with `R > a > 0`. -/
def neutralPotential (f : ℝ → ℝ) (a R : ℝ) : ℝ := f R / R - shellPotential f a R
```

This is \(L(R)\): the point charge counts positively and the shell negatively. The condition \(R>a>0\), which places the field point outside the shell, enters as a hypothesis of the theorems.

```lean
/-- The complementary error function, one minus the normalised Gaussian integral
from `0` to `x`. -/
def erfc (x : ℝ) : ℝ := 1 - 2 / √Real.pi * ∫ t in (0 : ℝ)..x, Real.exp (-t ^ 2)
```

In ordinary notation,

\[
\operatorname{erfc}(x)=1-\frac{2}{\sqrt\pi}\int_0^x e^{-t^2}\,dt .
\]

Lean reads `-t ^ 2` as \(-(t^2)\).

## From the polar angle to the distance

```lean
/-- Outside the shell, for continuous `f`, the potential of the neutral system is `f(R)/R` minus
`1/(2aR)` times the integral of `f` over the distances from `R - a` to `R + a`. -/
theorem neutralPotential_eq {f : ℝ → ℝ} (hf : Continuous f) {a R : ℝ} (ha : 0 < a)
    (haR : a < R) :
    neutralPotential f a R = f R / R - 1 / (2 * a * R) * ∫ s in (R - a)..(R + a), f s := by
  have hR : 0 < R := ha.trans haR
  have hpos : ∀ θ, 0 < R ^ 2 + a ^ 2 - 2 * a * R * Real.cos θ := fun θ => by
    nlinarith [mul_nonneg (mul_pos ha hR).le (sub_nonneg.2 (Real.cos_le_one θ)),
      pow_pos (sub_pos.2 haR) 2]
  have hd : ∀ θ, 0 < shellDistance a R θ := fun θ => Real.sqrt_pos.2 (hpos θ)
  have hderiv : ∀ θ, HasDerivAt (shellDistance a R)
      (a * R * Real.sin θ / shellDistance a R θ) θ := fun θ => by
    have h1 : HasDerivAt (fun t => R ^ 2 + a ^ 2 - 2 * a * R * Real.cos t)
        (2 * (a * R * Real.sin θ)) θ :=
      (((Real.hasDerivAt_cos θ).const_mul (2 * a * R)).const_sub (R ^ 2 + a ^ 2)).congr_deriv
        (by ring)
    exact (h1.sqrt (hpos θ).ne').congr_deriv (mul_div_mul_left _ _ two_ne_zero)
  have hc : Continuous (shellDistance a R) :=
    continuous_iff_continuousAt.2 fun θ => (hderiv θ).continuousAt
  have hc' : Continuous (fun θ => a * R * Real.sin θ / shellDistance a R θ) :=
    (continuous_const.mul Real.continuous_sin).div hc fun θ => (hd θ).ne'
  have h0 : shellDistance a R 0 = R - a := by
    unfold shellDistance
    rw [Real.cos_zero, show R ^ 2 + a ^ 2 - 2 * a * R * 1 = (R - a) ^ 2 by ring,
      Real.sqrt_sq (by linarith)]
  have hpi : shellDistance a R Real.pi = R + a := by
    unfold shellDistance
    rw [Real.cos_pi, show R ^ 2 + a ^ 2 - 2 * a * R * (-1) = (R + a) ^ 2 by ring,
      Real.sqrt_sq (by linarith)]
  -- change variables from the polar angle to the distance
  have hsub := intervalIntegral.integral_comp_mul_deriv (a := 0) (b := Real.pi)
    (fun θ _ => hderiv θ) hc'.continuousOn hf
  rw [h0, hpi] at hsub
  unfold neutralPotential shellPotential
  rw [← hsub, ← intervalIntegral.integral_const_mul, ← intervalIntegral.integral_const_mul]
  congr 1
  refine intervalIntegral.integral_congr fun θ _ => ?_
  have hne := (hd θ).ne'
  simp only [Function.comp_apply]
  field_simp
```

A theorem lists its hypotheses before the colon and its claim after it; the proof follows `:= by`. Here `hf` says that \(f\) is continuous, which excludes an interaction with a sharp cutoff, while `ha` and `haR` say \(0<a<R\). The claim is

\[
L(R)=\frac{f(R)}R-\frac1{2aR}\int_{R-a}^{R+a}f(s)\,ds .
\]

To derive it, differentiate \(d^2=R^2+a^2-2aR\cos\theta\). This gives \(d\,d'(\theta)=aR\sin\theta\), hence

\[
\frac12\int_0^\pi\frac{f(d)}{d}\sin\theta\,d\theta
=\frac1{2aR}\int_0^\pi f(d(\theta))\,d'(\theta)\,d\theta
=\frac1{2aR}\int_{R-a}^{R+a}f(s)\,ds ,
\]

since \(d(0)=R-a\) and \(d(\pi)=R+a\).

In the proof, `hpos` shows that the radicand is positive, because it equals \((R-a)^2+2aR(1-\cos\theta)\). The derivative is `hderiv`, the endpoints are `h0` and `hpi`, and `intervalIntegral.integral_comp_mul_deriv` is the substitution rule. The last lines check that the two integrands agree at each angle.

## Exact cancellation for Coulomb

```lean
/-- For the bare Coulomb kernel `1/s` the neutral system has zero potential outside the
shell. -/
theorem neutralPotential_coulomb {a R : ℝ} (ha : 0 < a) (haR : a < R) :
    neutralPotential (fun _ => 1) a R = 0 := by
  have hR : 0 < R := ha.trans haR
  have h : 1 / (2 * a * R) * (2 * a * 1) = 1 / R := by field_simp
  rw [neutralPotential_eq continuous_const ha haR, intervalIntegral.integral_const,
    smul_eq_mul, show R + a - (R - a) = 2 * a by ring, h, sub_self]
```

The expression `fun _ => 1` is the constant function \(f=1\). The interval of distances has length \(2a\), so

\[
L(R)=\frac1R-\frac{2a}{2aR}=0 .
\]

The proof inserts the constant into the radial formula and evaluates the integral in the same way.

## Convexity fixes the sign

```lean
/-- For a field point outside the shell and a continuous `f` that is strictly convex on `[R - a, R +
a]`, the potential of the neutral system at that point is negative. -/
theorem neutralPotential_neg {f : ℝ → ℝ} (hf : Continuous f) {a R : ℝ} (ha : 0 < a)
    (haR : a < R) (hconv : StrictConvexOn ℝ (Icc (R - a) (R + a)) f) :
    neutralPotential f a R < 0 := by
  have hR : 0 < R := ha.trans haR
  have hm : Continuous fun t => f (R - t) := hf.comp (continuous_const.sub continuous_id)
  have hp : Continuous fun t => f (R + t) := hf.comp (continuous_const.add continuous_id)
  -- pair the distances R - t and R + t
  have hpos : 0 < ∫ t in (0 : ℝ)..a, (f (R - t) + f (R + t) - 2 * f R) := by
    refine intervalIntegral.intervalIntegral_pos_of_pos_on
      (((hm.add hp).sub continuous_const).intervalIntegrable _ _) (fun t ht => ?_) ha
    obtain ⟨h0, h1⟩ := ht
    have hx : R - t ∈ Icc (R - a) (R + a) := ⟨by linarith, by linarith⟩
    have hy : R + t ∈ Icc (R - a) (R + a) := ⟨by linarith, by linarith⟩
    have hlt : R - t < R + t := by linarith
    have h := hconv.2 hx hy hlt.ne (by norm_num : (0 : ℝ) < 1 / 2)
      (by norm_num : (0 : ℝ) < 1 / 2) (by norm_num)
    simp only [smul_eq_mul] at h
    rw [show 1 / 2 * (R - t) + 1 / 2 * (R + t) = R by ring] at h
    linarith
  have hmp : Continuous fun t => f (R - t) + f (R + t) := hm.add hp
  rw [intervalIntegral.integral_sub (hmp.intervalIntegrable _ _)
      (continuous_const.intervalIntegrable _ _),
    intervalIntegral.integral_add (hm.intervalIntegrable _ _) (hp.intervalIntegrable _ _),
    intervalIntegral.integral_comp_sub_left f R, intervalIntegral.integral_comp_add_left f R,
    intervalIntegral.integral_const, sub_zero, sub_zero, add_zero, smul_eq_mul,
    intervalIntegral.integral_add_adjacent_intervals (hf.intervalIntegrable _ _)
      (hf.intervalIntegrable _ _)] at hpos
  have hk : 0 < 1 / (2 * a * R) := by positivity
  have h := mul_pos hk hpos
  have he : f R / R = 1 / (2 * a * R) * (a * (2 * f R)) := by field_simp
  rw [neutralPotential_eq hf ha haR, he]
  linarith
```

The new hypothesis `hconv` says that \(f\) is strictly convex on \([R-a,R+a]\), the range of distances between the field point and the shell. The conclusion is \(L(R)<0\).

Pair the distances \(R-t\) and \(R+t\). Their midpoint is \(R\), so strict convexity gives, for \(0<t<a\),

\[
2f(R)<f(R-t)+f(R+t).
\]

Integrating over \(t\) from \(0\) to \(a\) yields

\[
2a\,f(R)<\int_0^a\bigl[f(R-t)+f(R+t)\bigr]dt=\int_{R-a}^{R+a}f(s)\,ds ,
\]

and division by \(2aR\) gives \(L(R)<0\).

The statement `hpos` is the integrated inequality, with everything on one side. Inside it, `hconv.2` applies convexity with weights \(\tfrac12,\tfrac12\). The long `rw` then splits the integral, shifts the variables and joins the two halves into one interval.

## A cubic profile gives a constant

```lean
/-- Outside the shell, replacing a continuous profile `f` by `K s³ - f` changes the potential `L` of
the neutral system into `-K a² - L`. -/
theorem neutralPotential_cubic_sub {f : ℝ → ℝ} (hf : Continuous f) (K : ℝ) {a R : ℝ}
    (ha : 0 < a) (haR : a < R) :
    neutralPotential (fun s => K * s ^ 3 - f s) a R = -K * a ^ 2 - neutralPotential f a R := by
  have hR : 0 < R := ha.trans haR
  have hq : Continuous fun s : ℝ => K * s ^ 3 := by fun_prop
  have h3 : ∫ s in (R - a)..(R + a), s ^ 3 = 2 * a * R * (R ^ 2 + a ^ 2) := by
    rw [integral_pow]
    push_cast
    ring
  have hqf : Continuous fun s => K * s ^ 3 - f s := hq.sub hf
  rw [neutralPotential_eq hqf ha haR, neutralPotential_eq hf ha haR,
    intervalIntegral.integral_sub (hq.intervalIntegrable _ _) (hf.intervalIntegrable _ _),
    intervalIntegral.integral_const_mul, h3]
  field_simp
  ring
```

For any real \(K\), replacing \(f\) by \(Ks^3-f\) turns \(L(R)\) into \(-Ka^2-L(R)\). The integral needed, `h3` in the proof, is

\[
\int_{R-a}^{R+a}s^3\,ds=\frac{(R+a)^4-(R-a)^4}{4}=2aR\,(R^2+a^2).
\]

The profile \(Ks^3\) alone therefore has the potential \(KR^2-K(R^2+a^2)=-Ka^2\), whatever the value of \(R\). Linearity of the integral supplies the term \(-L(R)\).

This turns an upper bound into a lower one: if \(Ks^3-f\) is strictly convex, its potential is negative, and so \(L(R)>-Ka^2\).

## The slope of the screening profile

```lean
/-- The derivative of the screening profile `erfc(ω s)` with respect to `s` is `-(2ω/√π) exp(-(ω
s)²)`. -/
theorem hasDerivAt_screening (ω s : ℝ) :
    HasDerivAt (fun s => erfc (ω * s))
      (-(2 * ω / √Real.pi) * Real.exp (-(ω * s) ^ 2)) s := by
  have hg : Continuous fun t : ℝ => Real.exp (-t ^ 2) := by fun_prop
  have h1 : HasDerivAt erfc (-(2 / √Real.pi * Real.exp (-(ω * s) ^ 2))) (ω * s) :=
    ((hg.integral_hasStrictDerivAt 0 (ω * s)).hasDerivAt.const_mul
      (2 / √Real.pi)).const_sub 1
  exact (h1.comp s ((hasDerivAt_id s).const_mul ω)).congr_deriv (by ring)
```

`HasDerivAt g g' s` means that the function \(g\) has derivative \(g'\) at \(s\). By the fundamental theorem of calculus and the chain rule,

\[
\frac{d}{ds}\operatorname{erfc}(\omega s)=-\frac{2\omega}{\sqrt\pi}\,e^{-\omega^2s^2}.
\]

The proof takes these two steps in that order: `h1` differentiates `erfc`, and `h1.comp` applies the chain rule.

## Both bounds for the screened interaction

```lean
/-- For the screened kernel `erfc(ω s)/s` with `ω > 0`, the potential of the neutral system outside
the shell is negative and lies above `-(2/(3√π)) ω³ a²`. -/
theorem neutralPotential_erfc_bounds {ω a R : ℝ} (hω : 0 < ω) (ha : 0 < a) (haR : a < R) :
    -(2 / (3 * √Real.pi)) * ω ^ 3 * a ^ 2 < neutralPotential (fun s => erfc (ω * s)) a R ∧
      neutralPotential (fun s => erfc (ω * s)) a R < 0 := by
  have hD := hasDerivAt_screening ω
  have hf : Continuous fun s => erfc (ω * s) :=
    continuous_iff_continuousAt.2 fun s => (hD s).continuousAt
  have hsub : Icc (R - a) (R + a) ⊆ Ioi 0 := fun s hs =>
    lt_of_lt_of_le (sub_pos.2 haR) hs.1
  have hc : 0 < 2 * ω / √Real.pi := by
    have := Real.pi_pos
    positivity
  have hsq : ∀ x y : ℝ, 0 < x → x < y → (ω * x) ^ 2 < (ω * y) ^ 2 := fun x y hx hxy => by
    have h1 := mul_pos hω hx
    have h2 := mul_lt_mul_of_pos_left hxy hω
    nlinarith
  constructor
  · -- lower bound: the cubic profile minus the screening profile is strictly convex
    have hE : ∀ s, HasDerivAt (fun s => 2 / (3 * √Real.pi) * ω ^ 3 * s ^ 3 - erfc (ω * s))
        (2 * ω / √Real.pi * ((ω * s) ^ 2 + Real.exp (-(ω * s) ^ 2))) s := fun s => by
      have hp : HasDerivAt (fun s : ℝ => s ^ 3) (3 * s ^ 2) s := by
        simpa using hasDerivAt_pow 3 s
      exact ((hp.const_mul (2 / (3 * √Real.pi) * ω ^ 3)).fun_sub (hD s)).congr_deriv (by ring)
    have hg : Continuous fun s => 2 / (3 * √Real.pi) * ω ^ 3 * s ^ 3 - erfc (ω * s) :=
      continuous_iff_continuousAt.2 fun s => (hE s).continuousAt
    have hconv : StrictConvexOn ℝ (Ioi 0)
        fun s => 2 / (3 * √Real.pi) * ω ^ 3 * s ^ 3 - erfc (ω * s) := by
      refine StrictMonoOn.strictConvexOn_of_deriv (convex_Ioi 0) hg.continuousOn ?_
      rw [isOpen_Ioi.interior_eq]
      intro x hx y _ hxy
      rw [(hE x).deriv, (hE y).deriv]
      refine mul_lt_mul_of_pos_left ?_ hc
      have hlt := hsq x y hx hxy
      have h1 := Real.add_one_lt_exp (x := (ω * x) ^ 2 - (ω * y) ^ 2) (by linarith)
      have h2 : Real.exp (-(ω * x) ^ 2) ≤ 1 :=
        Real.exp_le_one_iff.2 (by linarith [sq_nonneg (ω * x)])
      have h3 : Real.exp ((ω * x) ^ 2 - (ω * y) ^ 2) ≤ 1 :=
        Real.exp_le_one_iff.2 (by linarith)
      have h4 : Real.exp (-(ω * y) ^ 2) =
          Real.exp (-(ω * x) ^ 2) * Real.exp ((ω * x) ^ 2 - (ω * y) ^ 2) := by
        rw [← Real.exp_add]
        congr 1
        ring
      rw [h4]
      nlinarith [mul_nonneg (sub_nonneg.2 h2) (sub_nonneg.2 h3)]
    have h := neutralPotential_neg hg ha haR (hconv.subset hsub (convex_Icc _ _))
    rw [neutralPotential_cubic_sub hf _ ha haR] at h
    linarith
  · -- upper bound: the screening profile itself is strictly convex
    have hconv : StrictConvexOn ℝ (Ioi 0) fun s => erfc (ω * s) := by
      refine StrictMonoOn.strictConvexOn_of_deriv (convex_Ioi 0) hf.continuousOn ?_
      rw [isOpen_Ioi.interior_eq]
      intro x hx y _ hxy
      rw [(hD x).deriv, (hD y).deriv]
      have hlt : Real.exp (-(ω * y) ^ 2) < Real.exp (-(ω * x) ^ 2) :=
        Real.exp_lt_exp.2 (by linarith [hsq x y hx hxy])
      linarith [mul_lt_mul_of_pos_left hlt hc]
    exact neutralPotential_neg hf ha haR (hconv.subset hsub (convex_Icc _ _))

end

end NeutralShell
```

For \(\omega>0\) and \(R>a>0\), the theorem states

\[
-\frac{2}{3\sqrt\pi}\,\omega^3a^2<L(R)<0 .
\]

The symbol `∧` means "and", and `constructor` splits the proof into the two inequalities. In both parts, convexity comes from a strictly increasing slope on \(s>0\), through `StrictMonoOn.strictConvexOn_of_deriv`. Since \(R-a>0\), the interval of distances lies in that region; this is `hsub`.

**Upper bound.** As \(s>0\) grows, \(e^{-\omega^2s^2}\) decreases, so the slope of \(\operatorname{erfc}(\omega s)\) increases. The profile is strictly convex, and `neutralPotential_neg` gives \(L(R)<0\).

**Lower bound.** Set \(K=2\omega^3/(3\sqrt\pi)\), the coefficient of \(s^3\) in the Taylor series of \(\operatorname{erfc}(\omega s)\). Then

\[
\frac{d}{ds}\bigl[Ks^3-\operatorname{erfc}(\omega s)\bigr]
=\frac{2\omega}{\sqrt\pi}\bigl(\omega^2s^2+e^{-\omega^2s^2}\bigr).
\]

With \(y=\omega^2s^2\), the bracket is \(y+e^{-y}\), whose derivative \(1-e^{-y}\) is positive for \(y>0\). The slope therefore increases, \(Ks^3-\operatorname{erfc}(\omega s)\) is strictly convex, and its potential satisfies \(-Ka^2-L(R)<0\). This is the lower bound.

Lean reaches the monotonicity without a second derivative. For \(0<u<v\), the inequality \(1+(u-v)<e^{u-v}\) gives

\[
e^{-u}-e^{-v}=e^{-u}\bigl(1-e^{u-v}\bigr)\le 1-e^{u-v}<v-u ,
\]

which rearranges to \(u+e^{-u}<v+e^{-v}\). In the code, \(u\) and \(v\) are `(ω * x) ^ 2` and `(ω * y) ^ 2`, and `h1` to `h4` are the ingredients of this line.

The lower bound is the same at every \(R>a\), so it does not describe how the potential decays with distance. The theorem concerns fixed classical charges with spherical symmetry; it does not treat field points inside the shell, higher multipoles or exchange energies.

```lean
#print axioms NeutralShell.neutralPotential_coulomb
#print axioms NeutralShell.neutralPotential_erfc_bounds
```

```
'NeutralShell.neutralPotential_coulomb' depends on axioms: [propext, Classical.choice, Quot.sound]
'NeutralShell.neutralPotential_erfc_bounds' depends on axioms: [propext, Classical.choice, Quot.sound]
```
